# A hard cutoff at positive distance is not a positive semidefinite kernel on any nontrivial real normed space

Let E(x) be the energy of an atomic environment with descriptor x. A Gaussian-process potential treats the unknown energies as random variables; let k(x, y) be the covariance that it assigns to E(x) and E(y) before any training data are used. For finitely many descriptors x_i and real weights c_i, the variance of ∑_i c_i E(x_i) is

Q(c) = ∑_i ∑_j c_i c_j k(x_i, x_j).

A variance cannot be negative, which restricts the choice of k. The problems below examine the simplest kernel of finite range, with cutoff r and distance d:

k_r(x, y) = 1 if d(x, y) ≤ r, and 0 otherwise.

The points live in a space `X` with a pseudometric, so distinct points may have distance zero. This allows `X` to consist of the environments themselves, with the distance between their descriptors, even when the descriptor fails to tell two environments apart. The finite type `ι` indexes the family of points, and points may repeat.

```lean
import Mathlib

open Finset

namespace HardCutoffKernel

noncomputable section

variable {X ι κ : Type*} [PseudoMetricSpace X] [Fintype ι]
```

The cutoff is inclusive, and r may be any real number.

```lean
/-- The hard-cutoff kernel: one if two points are at most `r` apart, zero otherwise. -/
def hardCutoff (r : ℝ) (x y : X) : ℝ := if dist x y ≤ r then 1 else 0
```

The double sum `quadForm` is Q(c). It contains the diagonal, and it counts each pair in both orders.

```lean
/-- The quadratic form `∑ c_i c_j k(x_i, x_j)` of a kernel `k` at the points `x_i` with
real weights `c_i`. -/
def quadForm {Y : Type*} (k : Y → Y → ℝ) (x : ι → Y) (c : ι → ℝ) : ℝ :=
  ∑ i, ∑ j, c i * c j * k (x i) (x j)
```

What the code calls positive is usually called positive semidefinite. The definition does not ask for symmetry, which k_r has anyway because d is symmetric.

```lean
/-- A kernel is positive if its quadratic form is nonnegative for every finite family of
points and all real weights. -/
def IsPositiveKernel {Y : Type*} (k : Y → Y → ℝ) : Prop :=
  ∀ (n : ℕ) (x : Fin n → Y) (c : Fin n → ℝ), 0 ≤ quadForm k x c
```

## (a) Three points in a chain

**Task.** Let b be within the cutoff of both a and c, while a and c are farther apart than r. Show that the points a, b, c with weights 1, −1, 1 give

Q = −1.

**Solution.** Since 0 ≤ d(a, b) ≤ r, the cutoff is not negative, so every point is within the cutoff of itself. The kernel matrix is

1 1 0
1 1 1
0 1 1

The diagonal contributes 1 + 1 + 1 = 3. The pair a, b contributes 2 · 1 · (−1) = −2, the pair b, c also −2, and the pair a, c nothing. The total is 3 − 2 − 2 = −1. The weight vector has squared length 3, so the normalised value is −1/3, and the matrix has an eigenvalue no higher than that.

Checking the points two at a time would miss this. Every two-point matrix of k_r is positive semidefinite, and the failure first shows with three points.

In Lean, `![a, b, c]` is the family of points and `![1, -1, 1]` the weights. The `change` step writes out the nine terms, and `norm_num` evaluates them from the three distance hypotheses and the symmetry of the distance.

```lean
/-- If `b` is within the cutoff of both `a` and `c`, but `a` and `c` are farther apart than
the cutoff, the weights `1, -1, 1` give the quadratic form the value `-1`. -/
theorem quadForm_chain {r : ℝ} {a b c : X} (hab : dist a b ≤ r) (hbc : dist b c ≤ r)
    (hac : r < dist a c) :
    quadForm (hardCutoff r) ![a, b, c] ![1, -1, 1] = -1 := by
  have h0 : 0 ≤ r := dist_nonneg.trans hab
  simp only [quadForm, Fin.sum_univ_three]
  -- write out the nine terms of the double sum
  change (1 * 1 * hardCutoff r a a + 1 * (-1) * hardCutoff r a b + 1 * 1 * hardCutoff r a c)
    + ((-1) * 1 * hardCutoff r b a + (-1) * (-1) * hardCutoff r b b
      + (-1) * 1 * hardCutoff r b c)
    + (1 * 1 * hardCutoff r c a + 1 * (-1) * hardCutoff r c b + 1 * 1 * hardCutoff r c c)
    = (-1 : ℝ)
  norm_num [hardCutoff, dist_comm b a, dist_comm c b, dist_comm c a, hab, hbc,
    not_le.2 hac, h0]
```

## (b) The points 0, 1, 2 on the real line

**Task.** For cutoff 1 and weights 1, −1, 1 at the points 0, 1, 2, show that

∑_i ∑_j c_i c_j k_1(x_i, x_j) = −1.

**Solution.** The neighbouring distances are 1 and 1, both within the cutoff, and the outer distance is 2, beyond it. Part (a) applies. A model with this covariance would give E(0) − E(1) + E(2) a variance of −1.

The Lean proof does the same: `apply quadForm_chain` leaves the three distance conditions, and `norm_num` settles them.

```lean
/-- On the real line with cutoff one, the points `0, 1, 2` with weights `1, -1, 1` give the
quadratic form the value `-1`. -/
theorem quadForm_zero_one_two :
    quadForm (hardCutoff 1) ![(0 : ℝ), 1, 2] ![1, -1, 1] = -1 := by
  apply quadForm_chain <;> norm_num [Real.dist_eq]
```

## (c) Points that fall into clusters

**Task.** Suppose each index i carries a label f(i) from a finite set, such that d(x_i, x_j) ≤ r holds exactly when f(i) = f(j). Show that

Q(c) = ∑_m ( ∑_{i : f(i) = m} c_i )².

**Solution.** Write [A] for 1 if A is true and 0 if it is false. By the assumption on the labels,

k_r(x_i, x_j) = [f(i) = f(j)] = ∑_m [f(i) = m] [f(j) = m],

because only m = f(i) can contribute to the sum. Insert this into Q(c) and sum over m last:

Q(c) = ∑_m ( ∑_i c_i [f(i) = m] ) ( ∑_j c_j [f(j) = m] ).

The two brackets are equal, which gives the square. Labels that no point carries add zero.

The hypothesis `hf` is the condition on the labels, and `κ` is the set they come from. Lean runs the calculation from right to left: it expands the squares with `Finset.sum_mul_sum`, moves the sum over labels to the inside, and uses `Finset.sum_eq_single (f i)` to keep the one label that contributes.

```lean
/-- If the points carry cluster labels that agree exactly when two points are within the
cutoff, the quadratic form is the sum over clusters of the squared total weight. -/
theorem quadForm_clusters [Fintype κ] [DecidableEq κ] {r : ℝ} {x : ι → X} (f : ι → κ)
    (hf : ∀ i j, dist (x i) (x j) ≤ r ↔ f i = f j) (c : ι → ℝ) :
    quadForm (hardCutoff r) x c = ∑ m, (∑ i, if f i = m then c i else 0) ^ 2 := by
  symm
  -- expand the squares and sum over the cluster label first
  simp only [sq, Finset.sum_mul_sum, quadForm]
  rw [Finset.sum_comm]
  refine Finset.sum_congr rfl fun i _ => ?_
  rw [Finset.sum_comm]
  refine Finset.sum_congr rfl fun j _ => ?_
  -- only the cluster of point `i` contributes
  rw [Finset.sum_eq_single (f i)]
  · by_cases h : f i = f j
    · simp [hardCutoff, hf, h]
    · simp [hardCutoff, hf, h, Ne.symm h]
  · intro m _ hm
    simp [Ne.symm hm]
  · simp
```

## (d) Which finite families are safe

**Task.** For a given finite family of points, show that

Q(c) ≥ 0 for all real c

holds if and only if, for all i, j, k,

d(x_i, x_j) ≤ r and d(x_j, x_k) ≤ r imply d(x_i, x_k) ≤ r.

**Solution.** Suppose first that the implication fails for some i, j, k. The three indices are then distinct: i = j or j = k would turn one of the two assumptions into d(x_i, x_k) ≤ r, and i = k would give d(x_i, x_k) = 0 ≤ r. Put weights 1, −1, 1 on i, j, k and zero elsewhere. By (a), Q(c) = −1.

Now suppose that the implication always holds. If r < 0, the kernel vanishes and Q(c) = 0. If r ≥ 0, give each index its neighbour list as a label:

N(i) = { j : d(x_i, x_j) ≤ r }.

If x_i and x_j are within the cutoff and k is in N(i), then the chain j, i, k puts k in N(j). The same argument with i and j exchanged gives N(i) = N(j). Conversely, j is always in N(j), so N(i) = N(j) puts j in N(i), which means d(x_i, x_j) ≤ r. The labels satisfy the condition of (c), and Q(c) is a sum of squares.

In the first direction Lean builds the weights as a combination of three indicators. The statement `key` says that summing any g against them gives g_i − g_j + g_k; used once for each sum, it produces the nine terms of (a) without a separate argument that the indices differ. In the second direction `f` is the neighbour list, `hf` is the equivalence just shown, and `quadForm_clusters` finishes the proof.

The criterion concerns one family at a time. A training set of well-separated tight clusters passes, and a single new point between two clusters can spoil it.

For r ≥ 0, the argument uses the distance only through symmetry and d(x, x) = 0. It therefore also works for a kernel that is 1 on related pairs and 0 on the rest, for any reflexive and symmetric relation: the form is nonnegative on a finite family exactly when the relation is transitive there.

```lean
/-- For a finite family of points, the hard-cutoff quadratic form is nonnegative for all real
weights if and only if being within the cutoff is a transitive relation on the family. -/
theorem quadForm_nonneg_iff_transitive (r : ℝ) (x : ι → X) :
    (∀ c : ι → ℝ, 0 ≤ quadForm (hardCutoff r) x c) ↔
      ∀ i j k, dist (x i) (x j) ≤ r → dist (x j) (x k) ≤ r → dist (x i) (x k) ≤ r := by
  classical
  constructor
  · intro h i j k hij hjk
    by_contra hik
    have h0 : 0 ≤ r := dist_nonneg.trans hij
    -- weights 1, -1, 1 on the broken chain and zero elsewhere
    obtain ⟨c, key⟩ : ∃ c : ι → ℝ, ∀ g : ι → ℝ, ∑ a, c a * g a = g i - g j + g k :=
      ⟨fun a => (if a = i then 1 else 0) - (if a = j then 1 else 0) + (if a = k then 1 else 0),
        fun g => by
          simp [add_mul, sub_mul, Finset.sum_add_distrib, Finset.sum_sub_distrib]⟩
    have e : quadForm (hardCutoff r) x c
        = ∑ a, c a * ∑ b, c b * hardCutoff r (x a) (x b) := by
      simp only [quadForm, Finset.mul_sum, mul_assoc]
    have hc := h c
    rw [e] at hc
    simp only [key] at hc
    norm_num [hardCutoff, dist_comm (x j) (x i), dist_comm (x k) (x j),
      dist_comm (x k) (x i), hij, hjk, hik, h0] at hc
  · intro h c
    rcases lt_or_ge r 0 with hr | hr
    · -- a negative cutoff makes the kernel vanish
      have hz : ∀ a b, hardCutoff r (x a) (x b) = 0 := fun a b =>
        if_neg (not_le.2 (hr.trans_le dist_nonneg))
      simp [quadForm, hz]
    · -- the neighbour list of a point serves as its cluster label
      let f : ι → Finset ι := fun i => Finset.univ.filter fun j => dist (x i) (x j) ≤ r
      have hf : ∀ i j, dist (x i) (x j) ≤ r ↔ f i = f j := by
        intro i j
        constructor
        · intro hij
          ext k
          simp only [f, Finset.mem_filter, Finset.mem_univ, true_and]
          exact ⟨fun hik => h j i k (by rwa [dist_comm]) hik, fun hjk => h i j k hij hjk⟩
        · intro hij
          have hj : j ∈ f j := by simp [f, hr]
          rw [← hij] at hj
          simpa [f] using hj
      rw [quadForm_clusters f hf c]
      exact Finset.sum_nonneg fun m _ => sq_nonneg _
```

## (e) The whole descriptor space

**Task.** Let the descriptors fill a real normed space that contains a nonzero vector, and let r > 0. Show that there are finitely many points and real weights with

Q(c) < 0.

**Solution.** Take u ≠ 0 and set v = (r/‖u‖) u, so that ‖v‖ = r. The points 0, v, 2v have neighbouring distances r and r, and the outer distance is 2r > r. By (a), the weights 1, −1, 1 give Q = −1.

Lean states this as the negation of `IsPositiveKernel`, for spaces of finite or infinite dimension, and writes 2v as `v + v`. Applying the assumed positivity to these three points gives 0 ≤ −1, a contradiction. The condition r ≥ 0 would not be enough: at r = 0 the kernel is 1 for equal points and 0 otherwise, and by (d) its form is never negative.

For kernel-based interatomic potentials, this excludes a hard cutoff at a positive descriptor distance as a covariance on a full, nontrivial normed descriptor space. It says nothing about the radial cutoff that selects an atom's neighbours. The descriptors of real structures may fill only part of the space, and whether that part contains three points as in (a) has to be established for the descriptor in use.

```lean
/-- For every cutoff `r > 0`, the hard-cutoff kernel is not positive on a nontrivial real
normed space. -/
theorem hardCutoff_not_positive {E : Type*} [NormedAddCommGroup E] [NormedSpace ℝ E]
    [Nontrivial E] {r : ℝ} (hr : 0 < r) :
    ¬ IsPositiveKernel (hardCutoff r : E → E → ℝ) := by
  intro h
  -- a displacement whose length is exactly the cutoff
  obtain ⟨u, hu⟩ := exists_ne (0 : E)
  obtain ⟨v, hv⟩ : ∃ v : E, ‖v‖ = r := by
    refine ⟨(r / ‖u‖) • u, ?_⟩
    rw [norm_smul, Real.norm_of_nonneg (by positivity),
      div_mul_cancel₀ _ (norm_ne_zero_iff.2 hu)]
  have h2 : ‖v + v‖ = 2 * r := by
    rw [← two_smul ℝ v, norm_smul, hv, Real.norm_of_nonneg (by norm_num)]
  -- the points 0, v, 2v form a broken chain
  have hneg : quadForm (hardCutoff r) ![0, v, v + v] ![1, -1, 1] = -1 := by
    apply quadForm_chain
    · rw [dist_eq_norm, zero_sub, norm_neg, hv]
    · rw [dist_eq_norm, sub_add_cancel_left, norm_neg, hv]
    · rw [dist_eq_norm, zero_sub, norm_neg, h2]
      linarith
  have hpos := h 3 ![0, v, v + v] ![1, -1, 1]
  rw [hneg] at hpos
  linarith

end

end HardCutoffKernel
```

```lean
#print axioms HardCutoffKernel.quadForm_zero_one_two
#print axioms HardCutoffKernel.quadForm_nonneg_iff_transitive
#print axioms HardCutoffKernel.hardCutoff_not_positive
```

```
'HardCutoffKernel.quadForm_zero_one_two' depends on axioms: [propext, Classical.choice, Quot.sound]
'HardCutoffKernel.quadForm_nonneg_iff_transitive' depends on axioms: [propext, Classical.choice, Quot.sound]
'HardCutoffKernel.hardCutoff_not_positive' depends on axioms: [propext, Classical.choice, Quot.sound]
```
